# The largest coupling of a delta in a hard-walled box that keeps every C¹ trial energy nonnegative

## A free-space rule that fails between walls

On the infinite line, an attractive delta potential of any strength has a bound state of negative energy. Carried over to a box, this rule predicts a negative energy for every positive coupling, and for weak coupling the prediction is wrong. The walls force the wave function to zero, and the kinetic energy of rising from a wall to the delta and falling again can outweigh the attraction.

Take one particle in a box \([0,L]\), in units where \(\hbar^2/2m=1\), with potential \(-g\,\delta(x-x_0)\) and \(0<x_0<L\). For a real trial function \(u\) with \(u(0)=u(L)=0\), the energy is

\[
E[u]=\int_0^L u'(x)^2\,dx-g\,u(x_0)^2 .
\]

The function is not normalised. For \(u\neq0\) on the box, the expectation value is \(E[u]/\int_0^L u^2\,dx\), which has the same sign.

## The threshold in words and in Lean

`energy_nonneg_iff` says that \(E[u]\ge 0\) for every admissible \(u\) if and only if

\[
g\le \frac{L}{x_0(L-x_0)} .
\]

`Admissible L u` means that `u : ℝ → ℝ` is C¹ on the whole line and vanishes at `0` and `L`; its values outside the box do not enter the energy. `energy L x0 g u` is the functional above, with `deriv u` for \(u'\). The coupling `g` is any real number, so repulsion is included as \(g<0\).

The delta enters only through \(u(x_0)^2\). The file constructs no Hamiltonian and computes no eigenvalue, and its trial functions are real. They also have no kink at \(x_0\), whereas an eigenfunction that feels the delta does.

The C¹ condition is easily left out of the formal definition, since `deriv` accepts any function. The statement would then be false: a function equal to 1 at \(x_0\) and 0 elsewhere has `deriv` equal to zero everywhere, by Lean's convention at the discontinuity, and hence energy \(-g\).

## Squares on each side of the delta

Write \(A=u(x_0)\). For a constant slope \(c\), expanding the square gives

\[
\int_a^b (u'-c)^2dx=\int_a^b u'^2dx-2c\,[u(b)-u(a)]+c^2(b-a).
\]

On the left of the delta choose \(c=A/x_0\), on the right \(c=-A/(L-x_0)\). The last two terms then combine to \(-A^2/x_0\) and \(-A^2/(L-x_0)\). Since \(1/x_0+1/(L-x_0)=L/(x_0(L-x_0))\),

\[
E[u]=\int_0^{x_0}\!\Big(u'-\frac{A}{x_0}\Big)^2dx+\int_{x_0}^{L}\!\Big(u'+\frac{A}{L-x_0}\Big)^2dx+\Big(\frac{L}{x_0(L-x_0)}-g\Big)A^2 .
\]

Up to the threshold, every term is nonnegative.

If \(A\ne0\), the energy is even strictly positive. The single number \(u'(x_0)\) cannot equal both \(A/x_0\) and \(-A/(L-x_0)\), so one of the continuous integrands is positive at \(x_0\), and its integral is positive.

## Rounding the tent

Both squares vanish for a tent with its peak at \(x_0\), but the tent is not C¹. For \(\varepsilon>0\), replace \(|x-x_0|\) by

\[
s(x)=\sqrt{(x-x_0)^2+\varepsilon^2},\qquad s'(x)^2=\frac{(x-x_0)^2}{(x-x_0)^2+\varepsilon^2}\le1 .
\]

With \(D=s(L)-s(0)\), the function \(w(x)=s(0)+(D/L)x-s(x)\) is C¹ and vanishes at both walls. The expansion above, applied to \(s\) with \(c=D/L\), gives

\[
\int_0^L w'^2dx=\int_0^L s'^2dx-\frac{D^2}{L}\le L-\frac{D^2}{L}.
\]

If all admissible energies are nonnegative, then

\[
0\le E[w]\le L-\frac{D^2}{L}-g\,w(x_0)^2 .
\]

Now let \(\varepsilon\to0\) and put \(p=x_0(L-x_0)\). Then \(D\to L-2x_0\) and \(w(x_0)\to 2p/L\), so that

\[
0\le \frac{4p}{L}-\frac{4gp^2}{L^2}=\frac{4p}{L^2}(L-gp),
\]

and hence \(g\le L/p\).

## All positions, and a growing box

Since \(p\le L^2/4\), with equality at the centre, the smallest threshold is \(4/L\). The energy is therefore nonnegative for every position of the delta and every admissible \(u\) exactly when \(g\le4/L\).

As \(L\to\infty\) with the delta at the centre, the threshold \(4/L\) tends to zero, in line with the free-space rule. For a simulation of this one-particle, one-dimensional model with hard walls, it sets a minimum box size: a centred delta with \(g>0\) admits a negative-energy C¹ trial function only when \(L>4/g\).

## The Lean file

```lean
import Mathlib

open Filter Topology Set

namespace DeltaInBox

noncomputable section

/-- Trial states of the box `[0, L]`: real C¹ functions that vanish at both walls. -/
def Admissible (L : ℝ) (u : ℝ → ℝ) : Prop :=
  ContDiff ℝ 1 u ∧ u 0 = 0 ∧ u L = 0

/-- Energy of `u`, not normalised, in the box with potential `-g δ(x - x0)`: the integral of `u'^2`
minus `g * u(x0)^2`. -/
def energy (L x0 g : ℝ) (u : ℝ → ℝ) : ℝ :=
  (∫ x in (0 : ℝ)..L, deriv u x ^ 2) - g * u x0 ^ 2

/-- The distance `|x - x0|`, rounded on the length scale `ε`; for `ε = 0` it is the distance itself.
-/
def softDist (x0 ε x : ℝ) : ℝ := √((x - x0) ^ 2 + ε ^ 2)

/-- The tent function with its kink at `x0` rounded: the chord of the soft distance between
the walls, minus the soft distance itself. -/
def roundedTent (L x0 ε x : ℝ) : ℝ :=
  softDist x0 ε 0 + (softDist x0 ε L - softDist x0 ε 0) / L * x - softDist x0 ε x

/-- The squared deviation of the slope of `u` from a constant `c`, integrated over a segment,
in terms of the kinetic integral and the end values of `u`. -/
theorem integral_slope_deviation {u : ℝ → ℝ} (hu : ContDiff ℝ 1 u) (a b c : ℝ) :
    ∫ x in a..b, (deriv u x - c) ^ 2 =
      (∫ x in a..b, deriv u x ^ 2) - 2 * c * (u b - u a) + c ^ 2 * (b - a) := by
  have hd : Continuous (deriv u) := hu.continuous_deriv_one
  have hdiff : Differentiable ℝ u := hu.differentiable (by simp)
  have hftc : ∫ x in a..b, deriv u x = u b - u a :=
    intervalIntegral.integral_deriv_eq_sub (fun x _ => hdiff x) (hd.intervalIntegrable a b)
  have i1 : IntervalIntegrable (fun x => deriv u x ^ 2) MeasureTheory.volume a b :=
    (hd.pow 2).intervalIntegrable a b
  have i2 : IntervalIntegrable (fun x => 2 * c * deriv u x) MeasureTheory.volume a b :=
    (continuous_const.mul hd).intervalIntegrable a b
  have i3 : IntervalIntegrable (fun _ : ℝ => c ^ 2) MeasureTheory.volume a b :=
    continuous_const.intervalIntegrable a b
  have e : (fun x => (deriv u x - c) ^ 2) =
      fun x => (deriv u x ^ 2 - 2 * c * deriv u x) + c ^ 2 := by
    funext x
    ring
  rw [e, intervalIntegral.integral_add (i1.sub i2) i3, intervalIntegral.integral_sub i1 i2,
    intervalIntegral.integral_const_mul, hftc, intervalIntegral.integral_const, smul_eq_mul]
  ring

/-- The energy is the sum of two integrated squares, one on each side of the delta, and
`L / (x0 (L - x0)) - g` times `u(x0)^2`. -/
theorem energy_eq_squares {L x0 : ℝ} (h0 : 0 < x0) (hL : x0 < L) (g : ℝ) {u : ℝ → ℝ}
    (hu : Admissible L u) :
    energy L x0 g u = (∫ x in (0 : ℝ)..x0, (deriv u x - u x0 / x0) ^ 2)
      + (∫ x in x0..L, (deriv u x - -(u x0 / (L - x0))) ^ 2)
      + (L / (x0 * (L - x0)) - g) * u x0 ^ 2 := by
  obtain ⟨hc, hu0, huL⟩ := hu
  have hd : Continuous (deriv u) := hc.continuous_deriv_one
  have hx : x0 ≠ 0 := h0.ne'
  have hy : L - x0 ≠ 0 := (sub_pos.2 hL).ne'
  have hsplit := intervalIntegral.integral_add_adjacent_intervals
    ((hd.pow 2).intervalIntegrable (μ := MeasureTheory.volume) 0 x0)
    ((hd.pow 2).intervalIntegrable (μ := MeasureTheory.volume) x0 L)
  simp only [Pi.pow_apply] at hsplit
  have alg : ∀ A : ℝ, -2 * (A / x0) * A + (A / x0) ^ 2 * x0 - 2 * (A / (L - x0)) * A
      + (A / (L - x0)) ^ 2 * (L - x0) + L / (x0 * (L - x0)) * A ^ 2 = 0 := by
    intro A
    field_simp
    ring
  rw [energy, integral_slope_deviation hc, integral_slope_deviation hc, hu0, huL]
  linear_combination -hsplit - alg (u x0)

/-- If `g ≤ L / (x0 (L - x0))`, every trial state that does not vanish at the delta has strictly
positive energy. -/
theorem energy_pos {L x0 g : ℝ} (h0 : 0 < x0) (hL : x0 < L)
    (hg : g ≤ L / (x0 * (L - x0))) {u : ℝ → ℝ} (hu : Admissible L u) (hne : u x0 ≠ 0) :
    0 < energy L x0 g u := by
  have hd : Continuous (deriv u) := hu.1.continuous_deriv_one
  have hy : 0 < L - x0 := sub_pos.2 hL
  have hcont : ∀ c : ℝ, Continuous (fun x => (deriv u x - c) ^ 2) :=
    fun c => (hd.sub continuous_const).pow 2
  have n1 : 0 ≤ ∫ x in (0 : ℝ)..x0, (deriv u x - u x0 / x0) ^ 2 :=
    intervalIntegral.integral_nonneg h0.le (fun x _ => sq_nonneg _)
  have n2 : 0 ≤ ∫ x in x0..L, (deriv u x - -(u x0 / (L - x0))) ^ 2 :=
    intervalIntegral.integral_nonneg hL.le (fun x _ => sq_nonneg _)
  have n3 : 0 ≤ (L / (x0 * (L - x0)) - g) * u x0 ^ 2 :=
    mul_nonneg (sub_nonneg.2 hg) (sq_nonneg _)
  rw [energy_eq_squares h0 hL g hu]
  -- the slope at the delta cannot match both sides of the tent
  by_cases hs : deriv u x0 - u x0 / x0 = 0
  · have hs2 : deriv u x0 - -(u x0 / (L - x0)) ≠ 0 := by
      intro h
      have h3 : u x0 * (1 / x0 + 1 / (L - x0)) = 0 := by
        linear_combination h - hs
      have h4 : 0 < 1 / x0 + 1 / (L - x0) := by positivity
      exact (mul_ne_zero hne h4.ne') h3
    have p2 : 0 < ∫ x in x0..L, (deriv u x - -(u x0 / (L - x0))) ^ 2 :=
      intervalIntegral.integral_pos hL (hcont _).continuousOn (fun x _ => sq_nonneg _)
        ⟨x0, ⟨le_rfl, hL.le⟩, pow_pos_of_sq hs2⟩
    linarith
  · have p1 : 0 < ∫ x in (0 : ℝ)..x0, (deriv u x - u x0 / x0) ^ 2 :=
      intervalIntegral.integral_pos h0 (hcont _).continuousOn (fun x _ => sq_nonneg _)
        ⟨x0, ⟨h0.le, le_rfl⟩, pow_pos_of_sq hs⟩
    linarith
where
  pow_pos_of_sq {a : ℝ} (h : a ≠ 0) : 0 < a ^ 2 := by positivity

/-- For `ε > 0` the soft distance is a C¹ function. -/
theorem contDiff_softDist (x0 : ℝ) {ε : ℝ} (hε : 0 < ε) : ContDiff ℝ 1 (softDist x0 ε) :=
  ContDiff.sqrt (by fun_prop) (fun x => by positivity)

/-- The slope of the soft distance is at most one in magnitude. -/
theorem deriv_softDist_sq_le (x0 x : ℝ) {ε : ℝ} (hε : 0 < ε) :
    deriv (softDist x0 ε) x ^ 2 ≤ 1 := by
  have h1 : HasDerivAt (fun y : ℝ => (y - x0) ^ 2 + ε ^ 2) (2 * (x - x0)) x :=
    ((((hasDerivAt_id' x).sub_const x0).fun_pow 2).add_const (ε ^ 2)).congr_deriv
      (by norm_num)
  have h2 : deriv (softDist x0 ε) x = 2 * (x - x0) / (2 * √((x - x0) ^ 2 + ε ^ 2)) :=
    (h1.sqrt (by positivity)).deriv
  rw [h2, div_pow, div_le_one (by positivity), mul_pow, mul_pow, Real.sq_sqrt (by positivity)]
  nlinarith [sq_nonneg ε]

/-- An upper bound on the energy of the rounded tent in terms of the soft distances from the
delta to the walls and the height of the tent at the delta. -/
theorem energy_roundedTent_le {L : ℝ} (hL : 0 < L) (x0 g : ℝ) {ε : ℝ} (hε : 0 < ε) :
    energy L x0 g (roundedTent L x0 ε) ≤
      L - (softDist x0 ε L - softDist x0 ε 0) ^ 2 / L - g * roundedTent L x0 ε x0 ^ 2 := by
  have hs := contDiff_softDist x0 hε
  have hdiff : Differentiable ℝ (softDist x0 ε) := hs.differentiable (by simp)
  have hd : ∀ x, deriv (roundedTent L x0 ε) x =
      (softDist x0 ε L - softDist x0 ε 0) / L * 1 - deriv (softDist x0 ε) x := fun x =>
    HasDerivAt.deriv ((((hasDerivAt_id' x).const_mul _).const_add _).fun_sub
      (hdiff x).hasDerivAt)
  have hI : ∫ x in (0 : ℝ)..L, deriv (roundedTent L x0 ε) x ^ 2 = ∫ x in (0 : ℝ)..L,
      (deriv (softDist x0 ε) x - (softDist x0 ε L - softDist x0 ε 0) / L) ^ 2 :=
    intervalIntegral.integral_congr (fun x _ => by simp only [hd]; ring)
  have hle : ∫ x in (0 : ℝ)..L, deriv (softDist x0 ε) x ^ 2 ≤ ∫ _x in (0 : ℝ)..L, (1 : ℝ) :=
    intervalIntegral.integral_mono_on hL.le
      ((hs.continuous_deriv_one.pow 2).intervalIntegrable 0 L)
      (continuous_const.intervalIntegrable 0 L) (fun x _ => deriv_softDist_sq_le x0 x hε)
  rw [intervalIntegral.integral_const, smul_eq_mul] at hle
  have alg : ∀ D : ℝ, -(2 * (D / L) * D) + (D / L) ^ 2 * (L - 0) = -(D ^ 2 / L) := by
    intro D
    field_simp
    ring
  rw [energy, hI, integral_slope_deviation hs]
  linarith [alg (softDist x0 ε L - softDist x0 ε 0)]

/-- The energy in a box with potential `-g δ(x - x0)` is nonnegative on all trial states if and only
if the strength satisfies `g ≤ L / (x0 (L - x0))`. -/
theorem energy_nonneg_iff {L x0 : ℝ} (h0 : 0 < x0) (hL : x0 < L) (g : ℝ) :
    (∀ u, Admissible L u → 0 ≤ energy L x0 g u) ↔ g ≤ L / (x0 * (L - x0)) := by
  have hLpos : 0 < L := h0.trans hL
  have hy : 0 < L - x0 := sub_pos.2 hL
  constructor
  · intro h
    -- test with rounded tents and let the rounding length go to zero
    have hc : Continuous (fun ε : ℝ => L - (softDist x0 ε L - softDist x0 ε 0) ^ 2 / L
        - g * roundedTent L x0 ε x0 ^ 2) := by
      unfold roundedTent softDist
      fun_prop
    have hlim := ge_of_tendsto ((hc.tendsto 0).mono_left (nhdsWithin_le_nhds (s := Ioi 0)))
      (b := 0) (by
        filter_upwards [self_mem_nhdsWithin] with ε hε
        have hε' : 0 < ε := hε
        refine (h _ ⟨?_, ?_, ?_⟩).trans (energy_roundedTent_le hLpos x0 g hε')
        · exact (contDiff_const.add (contDiff_const.mul contDiff_id)).sub
            (contDiff_softDist x0 hε')
        · simp [roundedTent]
        · rw [roundedTent, div_mul_cancel₀ _ hLpos.ne']
          ring)
    have s0 : softDist x0 0 0 = x0 := by
      rw [softDist, show (0 - x0) ^ 2 + (0 : ℝ) ^ 2 = x0 ^ 2 by ring, Real.sqrt_sq h0.le]
    have sL : softDist x0 0 L = L - x0 := by
      rw [softDist, show (L - x0) ^ 2 + (0 : ℝ) ^ 2 = (L - x0) ^ 2 by ring,
        Real.sqrt_sq hy.le]
    have sx : softDist x0 0 x0 = 0 := by simp [softDist]
    simp only [roundedTent, s0, sL, sx] at hlim
    have key : L - (L - x0 - x0) ^ 2 / L - g * (x0 + (L - x0 - x0) / L * x0 - 0) ^ 2
        = 4 * (x0 * (L - x0)) / L ^ 2 * (L - g * (x0 * (L - x0))) := by
      field_simp
      ring
    rw [key] at hlim
    have hpos : 0 < 4 * (x0 * (L - x0)) / L ^ 2 := by positivity
    rw [le_div_iff₀ (mul_pos h0 hy)]
    exact sub_nonneg.1 ((mul_nonneg_iff_of_pos_left hpos).1 hlim)
  · intro hg u hu
    by_cases hne : u x0 = 0
    · have : 0 ≤ ∫ x in (0 : ℝ)..L, deriv u x ^ 2 :=
        intervalIntegral.integral_nonneg hLpos.le (fun x _ => sq_nonneg _)
      simpa [energy, hne] using this
    · exact (energy_pos h0 hL hg hu hne).le

/-- The energy is nonnegative on all trial states for every position of the delta inside the
box if and only if `g ≤ 4 / L`. -/
theorem energy_nonneg_all_positions_iff {L : ℝ} (hL : 0 < L) (g : ℝ) :
    (∀ x0, 0 < x0 → x0 < L → ∀ u, Admissible L u → 0 ≤ energy L x0 g u) ↔ g ≤ 4 / L := by
  constructor
  · intro h
    have h1 := (energy_nonneg_iff (half_pos hL) (half_lt_self hL) g).1
      (h (L / 2) (half_pos hL) (half_lt_self hL))
    have h2 : L / (L / 2 * (L - L / 2)) = 4 / L := by
      rw [show L / 2 * (L - L / 2) = L * L / 4 by ring]
      field_simp
    rwa [h2] at h1
  · intro hg x0 h0 hx
    refine (energy_nonneg_iff h0 hx g).2 (hg.trans ?_)
    rw [div_le_div_iff₀ hL (mul_pos h0 (sub_pos.2 hx))]
    nlinarith [sq_nonneg (L - 2 * x0)]

end

end DeltaInBox
```

```lean
#print axioms DeltaInBox.energy_nonneg_all_positions_iff
```

```
'DeltaInBox.energy_nonneg_all_positions_iff' depends on axioms: [propext, Classical.choice, Quot.sound]
```

## How the proof follows the derivation

`integral_slope_deviation` is the expansion of the square. The fundamental theorem of calculus turns the integral of `deriv u` into the difference of end values. `energy_eq_squares` applies it on both sides of the delta, joins the two kinetic integrals, and leaves the algebra to `linear_combination`.

`energy_pos` proves strict positivity by asking whether the slope at `x0` matches the left side of the tent. If it does, it fails to match the right side. In either case `intervalIntegral.integral_pos` needs only one point where the continuous integrand is positive, and `x0` is that point.

`contDiff_softDist` and `deriv_softDist_sq_le` supply the smoothness of \(s\) and the bound \(s'^2\le1\). `energy_roundedTent_le` uses them, together with the expansion, to bound \(E[w]\).

In `energy_nonneg_iff`, the forward direction checks that the rounded tent is admissible and passes to the limit with `ge_of_tendsto`, as `ε` approaches zero from above. Only the upper bound has to be continuous in `ε`, not the energy itself. The identity `key` is the final factorisation. The reverse direction uses `energy_pos` when `u x0 ≠ 0`; otherwise only the nonnegative kinetic integral remains.

`energy_nonneg_all_positions_iff` takes the delta at `L / 2` for one direction. For the other it uses \((L-2x_0)^2\ge0\), which is the inequality \(p\le L^2/4\).
